# Lattice Weyl charges are integers that sum to zero on a finite periodic lattice

One way to search a band for Weyl points on a finite periodic momentum mesh is to assign a charge to each mesh cube, and here that charge is computed from link phases alone. The links are arbitrary unit complex numbers, and the charge of a cube is the integer nearest to its flux divided by $2\pi$. The result to be shown is that this rounding changes nothing, that the charges in a layer add up to a difference of Chern numbers, and that all charges together add up to zero.

In a non-interacting band calculation, a link is the normalised overlap $\langle u_k|u_{k'}\rangle/|\langle u_k|u_{k'}\rangle|$ of the cell-periodic parts $u_k$ of the Bloch states at neighbouring mesh points, provided that the overlap is nonzero. Across the zone boundary, the neighbour is taken from $u_{k+G}=e^{-iG\cdot r}u_k$ with a reciprocal lattice vector $G$, which makes the links periodic. The charges then indicate, at the resolution of the mesh, which cubes to search for Weyl points.

## Curls that cancel

Let $x,y,z$ label the mesh points, and let $A_x,A_y,A_z$ be the arguments of the links leaving a point in the three positive directions. Write $\Delta_x f(x,y,z)=f(x+1,y,z)-f(x,y,z)$, and similarly for $\Delta_y$ and $\Delta_z$. The flux $F_{xy}$ is the principal argument, in $(-\pi,\pi]$, of the link product around a plaquette. It can differ from the sum of the link arguments only by a multiple of $2\pi$:

$$F_{xy}=\Delta_xA_y-\Delta_yA_x+2\pi n_{xy},\qquad n_{xy}\in\mathbb Z,$$

and cyclically for $F_{yz}$ and $F_{zx}$. The outward flux of a cube is

$$\Phi=\Delta_zF_{xy}+\Delta_xF_{yz}+\Delta_yF_{zx}.$$

Since the differences commute, every $A$ cancels, which leaves

$$\Phi=2\pi q,\qquad q=\Delta_zn_{xy}+\Delta_xn_{yz}+\Delta_yn_{zx}\in\mathbb Z.$$

Over a periodic slice, the sums of $\Delta_xA_y$ and $\Delta_yA_x$ vanish. The slice flux is therefore $S(z)=\sum_{x,y}F_{xy}=2\pi C(z)$, with the integer Chern number $C(z)=\sum_{x,y}n_{xy}$.

Summing $\Phi$ over the layer between $z$ and $z+1$ removes the side faces for the same reason:

$$2\pi\sum_{x,y}q=S(z+1)-S(z)=2\pi\,[C(z+1)-C(z)].$$

A further sum over periodic $z$ gives zero.

The size of a single charge is also limited. Two opposite faces contribute a difference of two numbers in $(-\pi,\pi]$, which is strictly less than $2\pi$ in absolute value. Hence $|\Phi|<6\pi$, and the integer $q$ satisfies $|q|\le2$.

## A charge on the 2 × 2 × 2 lattice

Set all links to $1$ except in the slice $z=0$. There, the $y$-links at $x=1$ are $i$, and the $x$-link at $x=y=1$ is $-1$. The plaquette products at $(x,y)=(0,0),(0,1),(1,0),(1,1)$ are

$$i,\qquad i,\qquad \frac{1}{(-1)\,i}=i,\qquad \frac{-1}{i}=i.$$

Each flux is $\pi/2$, so $C(0)=1$, while $C(1)=0$. The layer from $z=0$ to $z=1$ must carry charge $-1$.

The side faces show where it sits. In this layer $F_{yz}$ is $\pi/2$ at $x=1$ and $0$ at $x=0$, while $F_{zx}$ is $\pi$ at $x=y=1$ and $0$ elsewhere. The cube at $x=y=1$ has

$$\Phi=-\frac{\pi}{2}-\frac{\pi}{2}-\pi=-2\pi,$$

and the other three cubes of the layer have $\Phi=0$. This position depends on the branch of the argument, because one face has link product $-1$: with arguments in $[-\pi,\pi)$ the charge would sit in the cube at $x=1$, $y=0$. The total for the layer would be the same.

## Links, fluxes and charges in Lean

```lean
import Mathlib

open scoped Real

namespace LatticeWeylCharge

noncomputable section

/-- Unit link variables on an `L × M × N` cubic lattice, periodic in each direction of positive
length (length zero gives an infinite direction): `X`, `Y`, `Z` are the phases on the links that
leave a site in the three positive directions. -/
structure Links (L M N : ℕ) where
  X : ZMod L → ZMod M → ZMod N → Circle
  Y : ZMod L → ZMod M → ZMod N → Circle
  Z : ZMod L → ZMod M → ZMod N → Circle
```

A value `U : Links L M N` is the whole link field; its components `X`, `Y`, `Z` are often written $U_x,U_y,U_z$. `Circle` is the type of unit complex numbers, and for positive `L` arithmetic in `ZMod L` makes the mesh periodic. `ZMod 0` is the integers, so a length of zero stands for an infinite direction.

```lean
/-- The principal argument, in `(-π, π]`, of the link product around a plaquette whose links
`a`, `b` are traversed forwards and `c`, `d` backwards. -/
def plaquetteArg (a b c d : Circle) : ℝ := Complex.arg ((a * b / c / d : Circle) : ℂ)

variable {L M N : ℕ}

/-- Flux through the plaquette at a site that is normal to `z`. -/
def fluxXY (U : Links L M N) (x : ZMod L) (y : ZMod M) (z : ZMod N) : ℝ :=
  plaquetteArg (U.X x y z) (U.Y (x + 1) y z) (U.X x (y + 1) z) (U.Y x y z)

/-- Flux through the plaquette at a site that is normal to `x`. -/
def fluxYZ (U : Links L M N) (x : ZMod L) (y : ZMod M) (z : ZMod N) : ℝ :=
  plaquetteArg (U.Y x y z) (U.Z x (y + 1) z) (U.Y x y (z + 1)) (U.Z x y z)

/-- Flux through the plaquette at a site that is normal to `y`. -/
def fluxZX (U : Links L M N) (x : ZMod L) (y : ZMod M) (z : ZMod N) : ℝ :=
  plaquetteArg (U.Z x y z) (U.X x y (z + 1)) (U.Z (x + 1) y z) (U.X x y z)
```

These definitions fix the orientation of the three plaquettes and the sign of the flux. A convention that takes the Berry phase as minus this argument reverses all charges and Chern numbers.

```lean
/-- The oriented sum of the six plaquette arguments around a cube. -/
def cubeFlux (U : Links L M N) (x : ZMod L) (y : ZMod M) (z : ZMod N) : ℝ :=
  (fluxXY U x y (z + 1) - fluxXY U x y z) + (fluxYZ U (x + 1) y z - fluxYZ U x y z)
    + (fluxZX U x (y + 1) z - fluxZX U x y z)

/-- The Weyl charge of a cube: the integer nearest to its flux divided by `2π`. -/
def charge (U : Links L M N) (x : ZMod L) (y : ZMod M) (z : ZMod N) : ℤ :=
  round (cubeFlux U x y z / (2 * π))

/-- The total flux through the slice at height `z`. -/
def sliceFlux [NeZero L] [NeZero M] (U : Links L M N) (z : ZMod N) : ℝ :=
  ∑ x, ∑ y, fluxXY U x y z

/-- The Chern number of a slice: the integer nearest to its flux divided by `2π`. -/
def chern [NeZero L] [NeZero M] (U : Links L M N) (z : ZMod N) : ℤ :=
  round (sliceFlux U z / (2 * π))
```

`charge` is $q$ and `chern` is $C$. Both are integers by definition, so the content of quantisation lies in the equations for the fluxes below. `NeZero` requires a positive length in each direction that is summed over.

## Quantised flux through cubes and slices

```lean
/-- A sum over a periodic direction is unchanged by a shift of one lattice step. -/
theorem sum_shift {n : ℕ} [NeZero n] {A : Type*} [AddCommMonoid A] (f : ZMod n → A) :
    ∑ k, f (k + 1) = ∑ k, f k :=
  Equiv.sum_comp (Equiv.addRight (1 : ZMod n)) f
```

This is the periodic cancellation: a shift by one step only permutes the mesh points.

```lean
/-- A plaquette argument is the lattice curl of the link arguments up to an integer
multiple of `2π`. -/
theorem plaquetteArg_eq (a b c d : Circle) : ∃ n : ℤ, plaquetteArg a b c d =
    Complex.arg a + Complex.arg b - Complex.arg c - Complex.arg d + 2 * π * n := by
  have h : Circle.exp (plaquetteArg a b c d) = Circle.exp
      (Complex.arg a + Complex.arg b - Complex.arg c - Complex.arg d) := by
    simp only [plaquetteArg, Circle.exp_sub, Circle.exp_add, Circle.exp_arg]
  obtain ⟨n, hn⟩ := Circle.exp_eq_exp.1 h
  exact ⟨n, by rw [hn]; ring⟩
```

The two sides have the same exponential on the unit circle, so they differ by $2\pi n$.

```lean
/-- Rounding is exact for a flux that is an integer multiple of `2π`. -/
theorem eq_two_pi_round {t : ℝ} (h : ∃ n : ℤ, t = 2 * π * n) :
    t = 2 * π * (round (t / (2 * π)) : ℤ) := by
  obtain ⟨n, hn⟩ := h
  have hq : t / (2 * π) = n := by
    rw [hn]
    exact mul_div_cancel_left₀ _ (by positivity)
  rw [hq, round_intCast]
  exact hn

/-- The oriented sum of the six plaquette arguments around a cube is `2π` times its
integer Weyl charge. -/
theorem cubeFlux_eq (U : Links L M N) (x : ZMod L) (y : ZMod M) (z : ZMod N) :
    cubeFlux U x y z = 2 * π * charge U x y z := by
  apply eq_two_pi_round
  obtain ⟨a, ha⟩ := plaquetteArg_eq (U.X x y (z + 1)) (U.Y (x + 1) y (z + 1))
    (U.X x (y + 1) (z + 1)) (U.Y x y (z + 1))
  obtain ⟨b, hb⟩ := plaquetteArg_eq (U.X x y z) (U.Y (x + 1) y z) (U.X x (y + 1) z) (U.Y x y z)
  obtain ⟨c, hc⟩ := plaquetteArg_eq (U.Y (x + 1) y z) (U.Z (x + 1) (y + 1) z)
    (U.Y (x + 1) y (z + 1)) (U.Z (x + 1) y z)
  obtain ⟨d, hd⟩ := plaquetteArg_eq (U.Y x y z) (U.Z x (y + 1) z) (U.Y x y (z + 1)) (U.Z x y z)
  obtain ⟨e, he⟩ := plaquetteArg_eq (U.Z x (y + 1) z) (U.X x (y + 1) (z + 1))
    (U.Z (x + 1) (y + 1) z) (U.X x (y + 1) z)
  obtain ⟨f, hf⟩ := plaquetteArg_eq (U.Z x y z) (U.X x y (z + 1)) (U.Z (x + 1) y z) (U.X x y z)
  -- each edge is shared by two faces, so all link arguments cancel
  refine ⟨a - b + c - d + e - f, ?_⟩
  simp only [cubeFlux, fluxXY, fluxYZ, fluxZX, ha, hb, hc, hd, he, hf]
  push_cast
  ring
```

The proof obtains one integer for each of the six faces and supplies their oriented sum. The final `ring` cancels the link arguments.

```lean
/-- The total flux through a periodic slice is `2π` times its integer Chern number. -/
theorem sliceFlux_eq [NeZero L] [NeZero M] (U : Links L M N) (z : ZMod N) :
    sliceFlux U z = 2 * π * chern U z := by
  apply eq_two_pi_round
  choose n hn using fun (x : ZMod L) (y : ZMod M) =>
    plaquetteArg_eq (U.X x y z) (U.Y (x + 1) y z) (U.X x (y + 1) z) (U.Y x y z)
  -- periodicity removes the curl of the link arguments
  have hX : ∑ x, ∑ y, Complex.arg (U.X x (y + 1) z) = ∑ x, ∑ y, Complex.arg (U.X x y z) :=
    Finset.sum_congr rfl fun x _ => sum_shift fun y => Complex.arg (U.X x y z)
  have hY : ∑ x, ∑ y, Complex.arg (U.Y (x + 1) y z) = ∑ x, ∑ y, Complex.arg (U.Y x y z) :=
    sum_shift fun x => ∑ y, Complex.arg (U.Y x y z)
  refine ⟨∑ x, ∑ y, n x y, ?_⟩
  simp only [sliceFlux, fluxXY, hn, Finset.sum_add_distrib, Finset.sum_sub_distrib,
    ← Finset.mul_sum]
  push_cast
  linarith
```

Here `choose` selects $n_{xy}$ for every plaquette of the slice, and `hX` and `hY` remove the summed curl.

## Layers and the whole lattice

```lean
/-- The Weyl charge in the layer between two neighbouring slices is the difference of
their Chern numbers. -/
theorem layer_charge [NeZero L] [NeZero M] (U : Links L M N) (z : ZMod N) :
    ∑ x, ∑ y, charge U x y z = chern U (z + 1) - chern U z := by
  -- the side faces of the layer cancel in pairs
  have hx : ∑ x, ∑ y, fluxYZ U (x + 1) y z = ∑ x, ∑ y, fluxYZ U x y z :=
    sum_shift fun x => ∑ y, fluxYZ U x y z
  have hy : ∑ x, ∑ y, fluxZX U x (y + 1) z = ∑ x, ∑ y, fluxZX U x y z :=
    Finset.sum_congr rfl fun x _ => sum_shift fun y => fluxZX U x y z
  have key : ∑ x, ∑ y, cubeFlux U x y z = sliceFlux U (z + 1) - sliceFlux U z := by
    simp only [cubeFlux, sliceFlux, Finset.sum_add_distrib, Finset.sum_sub_distrib]
    linarith
  simp only [cubeFlux_eq, sliceFlux_eq, ← Finset.mul_sum] at key
  have hpi : (2 * π : ℝ) ≠ 0 := by positivity
  have h : ((∑ x, ∑ y, charge U x y z : ℤ) : ℝ) = ((chern U (z + 1) - chern U z : ℤ) : ℝ) := by
    push_cast
    apply mul_left_cancel₀ hpi
    linear_combination key
  exact_mod_cast h
```

The facts `hx` and `hy` cancel the side faces, and `key` is the resulting flux balance. Dividing by $2\pi$ turns it into an equation between integers.

```lean
/-- The total Weyl charge of a finite periodic lattice is zero. -/
theorem total_charge [NeZero L] [NeZero M] [NeZero N] (U : Links L M N) :
    ∑ z, ∑ x, ∑ y, charge U x y z = 0 := by
  simp only [layer_charge, Finset.sum_sub_distrib]
  exact sub_eq_zero.mpr (sum_shift (chern U))

/-- If two neighbouring slices have different Chern numbers, some cube between them
carries a nonzero Weyl charge. -/
theorem exists_charge [NeZero L] [NeZero M] (U : Links L M N) (z : ZMod N)
    (h : chern U (z + 1) ≠ chern U z) : ∃ x y, charge U x y z ≠ 0 := by
  by_contra hc
  push Not at hc
  have hl := layer_charge U z
  simp only [hc, Finset.sum_const_zero] at hl
  exact h (by omega)
```

If every charge in the layer vanished, the two Chern numbers would agree. Equal Chern numbers, however, still allow opposite charges within the layer.

```lean
/-- A single cube carries a Weyl charge of absolute value at most two. -/
theorem abs_charge_le_two (U : Links L M N) (x : ZMod L) (y : ZMod M) (z : ZMod N) :
    |charge U x y z| ≤ 2 := by
  have lo : ∀ a b c d, -π < plaquetteArg a b c d := fun _ _ _ _ => Complex.neg_pi_lt_arg _
  have hi : ∀ a b c d, plaquetteArg a b c d ≤ π := fun _ _ _ _ => Complex.arg_le_pi _
  have hq := cubeFlux_eq U x y z
  -- each pair of opposite faces contributes strictly less than `2π` in absolute value
  have bound : -(6 * π) < cubeFlux U x y z ∧ cubeFlux U x y z < 6 * π := by
    unfold cubeFlux fluxXY fluxYZ fluxZX
    constructor <;> linarith [lo (U.X x y (z + 1)) (U.Y (x + 1) y (z + 1))
        (U.X x (y + 1) (z + 1)) (U.Y x y (z + 1)),
      hi (U.X x y (z + 1)) (U.Y (x + 1) y (z + 1)) (U.X x (y + 1) (z + 1)) (U.Y x y (z + 1)),
      lo (U.X x y z) (U.Y (x + 1) y z) (U.X x (y + 1) z) (U.Y x y z),
      hi (U.X x y z) (U.Y (x + 1) y z) (U.X x (y + 1) z) (U.Y x y z),
      lo (U.Y (x + 1) y z) (U.Z (x + 1) (y + 1) z) (U.Y (x + 1) y (z + 1)) (U.Z (x + 1) y z),
      hi (U.Y (x + 1) y z) (U.Z (x + 1) (y + 1) z) (U.Y (x + 1) y (z + 1)) (U.Z (x + 1) y z),
      lo (U.Y x y z) (U.Z x (y + 1) z) (U.Y x y (z + 1)) (U.Z x y z),
      hi (U.Y x y z) (U.Z x (y + 1) z) (U.Y x y (z + 1)) (U.Z x y z),
      lo (U.Z x (y + 1) z) (U.X x (y + 1) (z + 1)) (U.Z (x + 1) (y + 1) z) (U.X x (y + 1) z),
      hi (U.Z x (y + 1) z) (U.X x (y + 1) (z + 1)) (U.Z (x + 1) (y + 1) z) (U.X x (y + 1) z),
      lo (U.Z x y z) (U.X x y (z + 1)) (U.Z (x + 1) y z) (U.X x y z),
      hi (U.Z x y z) (U.X x y (z + 1)) (U.Z (x + 1) y z) (U.X x y z)]
  have h1 : (charge U x y z : ℝ) < 3 := by nlinarith [Real.pi_pos, bound.2]
  have h2 : (-3 : ℝ) < charge U x y z := by nlinarith [Real.pi_pos, bound.1]
  have h1' : charge U x y z < 3 := by exact_mod_cast h1
  have h2' : -3 < charge U x y z := by exact_mod_cast h2
  rw [abs_le]
  constructor <;> omega
```

The proof collects the upper and lower bounds on all six arguments, obtains $|\Phi|<6\pi$, and concludes that $-3<q<3$.

## The example as a theorem

```lean
/-- The phase `i` as a unit link. -/
def quarter : Circle := ⟨Complex.I, mem_sphere_zero_iff_norm.2 Complex.norm_I⟩

/-- Links on the `2 × 2 × 2` lattice that are trivial except in the slice `z = 0`, where
the `y`-links at `x = 1` are `i` and the `x`-link at `x = y = 1` is `-1`. -/
def stepLinks : Links 2 2 2 where
  X x y z := if x = 1 ∧ y = 1 ∧ z = 0 then quarter * quarter else 1
  Y x _ z := if x = 1 ∧ z = 0 then quarter else 1
  Z _ _ _ := 1

/-- The links `stepLinks` have slice Chern numbers one and zero, and the layer from the
first slice to the second carries Weyl charge minus one. -/
theorem stepLinks_charge : chern stepLinks 0 = 1 ∧ chern stepLinks 1 = 0 ∧
    ∑ x, ∑ y, charge stepLinks x y 0 = -1 := by
  have two : ∀ k : ZMod 2, k = 0 ∨ k = 1 := by decide
  have h11 : (1 : ZMod 2) + 1 = 0 := by decide
  have h01 : (0 : ZMod 2) ≠ 1 := by decide
  have hI : (quarter : ℂ) = Complex.I := rfl
  -- every plaquette of the slice `z = 0` has flux `π / 2`
  have hp : ∀ x y : ZMod 2, fluxXY stepLinks x y 0 = π / 2 := by
    intro x y
    rcases two x with rfl | rfl <;> rcases two y with rfl | rfl <;>
      simp [fluxXY, plaquetteArg, stepLinks, h11, h01, hI]
  have hz : ∀ x y : ZMod 2, fluxXY stepLinks x y 1 = 0 := by
    intro x y
    simp [fluxXY, plaquetteArg, stepLinks, h01.symm]
  have s0 : sliceFlux stepLinks 0 = 2 * π := by
    simp only [sliceFlux, hp, Finset.sum_const, Finset.card_univ, ZMod.card, nsmul_eq_mul]
    push_cast
    ring
  have s1 : sliceFlux stepLinks 1 = 0 := by
    simp only [sliceFlux, hz, Finset.sum_const_zero]
  have c0 : chern stepLinks 0 = 1 := by
    rw [chern, s0, div_self (by positivity), round_one]
  have c1 : chern stepLinks 1 = 0 := by
    rw [chern, s1, zero_div, round_zero]
  refine ⟨c0, c1, ?_⟩
  rw [layer_charge, zero_add, c0, c1]
  norm_num

end

end LatticeWeylCharge
```

The proof checks the four plaquettes of the first slice case by case, evaluates both Chern numbers, and reads off the layer charge from `layer_charge`.

```lean
#print axioms LatticeWeylCharge.total_charge
-- 'LatticeWeylCharge.total_charge' depends on axioms: [propext, Classical.choice, Quot.sound]
#print axioms LatticeWeylCharge.exists_charge
-- 'LatticeWeylCharge.exists_charge' depends on axioms: [propext, Classical.choice, Quot.sound]
#print axioms LatticeWeylCharge.abs_charge_le_two
-- 'LatticeWeylCharge.abs_charge_le_two' depends on axioms: [propext, Classical.choice, Quot.sound]
#print axioms LatticeWeylCharge.stepLinks_charge
-- 'LatticeWeylCharge.stepLinks_charge' depends on axioms: [propext, Classical.choice, Quot.sound]
```

## From links to Bloch states

The step left to the physics is the identification of $q$, up to a sign convention, with the net Berry monopole charge of the band inside a cube. It holds if the band is isolated on the cube's faces and each plaquette argument differs by less than $\pi/3$ from the continuum Berry flux through that face: the two totals are then multiples of $2\pi$ that differ by less than $2\pi$, so they are equal. A finer mesh does not always secure this condition. A cube whose only band crossing is a single point of monopole charge three violates it on any mesh, because $|q|\le2$.

The statement could also have started from a Bloch vector at each mesh point, with nonzero overlaps between neighbours as a hypothesis. The same theorems would then apply to the normalised overlaps, but some link fields could be excluded. With vectors that are themselves periodic on a mesh of length two, the two links joining the same pair of points in one direction are complex conjugates. The example above has $1$ and $-1$ there, so it would be excluded.
